# Non-relativistic positronium with orbital degree L and total spin S has C-parity (−1)^(L+S)

Suppose the charge-conjugation sign of positronium were taken from the orbital motion alone, as $(-1)^L$. The spin-singlet and spin-triplet ground states would then both be even, and charge conjugation would let both annihilate into an even number of photons. In fact the triplet is odd and must give an odd number. The missing factor comes from the interchange of the two spins and from Fermi statistics.

The sign is derived here for a neutral electron–positron pair in its rest frame, with a two-component spin for each particle. The pair is treated as two charge states of one kind of fermion, and its wave function is assumed to be antisymmetric when charge, position and spin are exchanged together.

```lean
import Mathlib

open Matrix
open scoped Kronecker

namespace PositroniumCParity

noncomputable section
```

## The spin swap is $S^2-1$

Spin is measured in units of $\hbar$. The index $k=0,1,2$ stands for $x,y,z$, and the basis states $0$ and $1$ of each spin are up and down along $z$.

```lean
/-- The three Pauli matrices. -/
def pauli : Fin 3 → Matrix (Fin 2) (Fin 2) ℂ :=
  ![!![0, 1; 1, 0], !![0, -Complex.I; Complex.I, 0], !![1, 0; 0, -1]]
```

The total spin has components $S_k=\tfrac12(\sigma_k\otimes 1+1\otimes\sigma_k)$. The Kronecker product `⊗ₖ` puts the first factor on particle 1 and the second on particle 2.

```lean
/-- Component `k` of the total spin `S = (σ₁ + σ₂)/2` of two spin-1/2 particles. -/
def totalSpin (k : Fin 3) : Matrix (Fin 2 × Fin 2) (Fin 2 × Fin 2) ℂ :=
  (1 / 2 : ℂ) • (pauli k ⊗ₖ 1 + 1 ⊗ₖ pauli k)
```

Its square is $S^2=\sum_k S_k^2$, a matrix on the four-dimensional space of two spins.

```lean
/-- The squared total spin `S² = Sx² + Sy² + Sz²`. -/
def totalSpinSq : Matrix (Fin 2 × Fin 2) (Fin 2 × Fin 2) ℂ :=
  ∑ k, totalSpin k * totalSpin k
```

The swap $P$ sends the basis state $|a\,b\rangle$ to $|b\,a\rangle$. As a matrix it has a 1 wherever the column label is the row label with its two entries interchanged.

```lean
/-- The matrix that interchanges the two spins. -/
def spinSwap : Matrix (Fin 2 × Fin 2) (Fin 2 × Fin 2) ℂ :=
  Matrix.of fun a b => if b = a.swap then 1 else 0
```

## Wave functions, exchange and quantum numbers

Let $\mathbf r$ be the position of particle 1 relative to particle 2. A wave function $\varphi(\mathbf r;s_1,s_2)$ gives a complex amplitude for each $\mathbf r$ and each pair of spin labels. Neither normalisation nor a wave equation is imposed.

```lean
/-- A two-spin wave function of the relative position `r`. -/
abbrev Wave := (Fin 3 → ℝ) → Fin 2 × Fin 2 → ℂ
```

Exchanging the positions reverses $\mathbf r$, so the exchange of positions and spins is
$$(X\varphi)(\mathbf r;s_1,s_2)=\varphi(-\mathbf r;s_2,s_1).$$

```lean
/-- Exchange of positions and spins: `r → -r` together with the spin swap. -/
def exchange (φ : Wave) : Wave := fun r s => φ (-r) s.swap
```

The usual state of orbital angular momentum $L$ with a single radial function is a function of distance times a solid harmonic, which is a homogeneous polynomial of degree $L$ in $x,y,z$. Sums of such states with different radial functions are not treated separately; they have the same sign by linearity. Only the degree matters for the sign, so `HasDegree` asks for
$$\varphi(\mathbf r;s)=f(\mathbf r\cdot\mathbf r)\,p_s(\mathbf r),\qquad s=(s_1,s_2),$$
with an arbitrary function $f$ and each $p_s$ homogeneous of degree $L$. The polynomial need not be harmonic. The letter $L$ therefore means a degree, and it is the angular momentum quantum number when the $p_s$ are harmonic.

```lean
/-- The wave function is a homogeneous polynomial of degree `L` in `r`, with spin-dependent
coefficients, times a function of the distance. -/
def HasDegree (L : ℕ) (φ : Wave) : Prop :=
  ∃ (f : ℝ → ℂ) (p : Fin 2 × Fin 2 → MvPolynomial (Fin 3) ℂ),
    (∀ s, (p s).IsHomogeneous L) ∧
    ∀ r s, φ r s = f (r ⬝ᵥ r) * MvPolynomial.eval (fun i => (r i : ℂ)) (p s)
```

Total spin $S$ means the eigenvalue equation $S^2\varphi=S(S+1)\varphi$ at every $\mathbf r$. In `HasSpin` the letter `S` is the quantum number, while the operator is `totalSpinSq`.

```lean
/-- At every `r` the spin part satisfies `S² φ = S(S+1) φ`. -/
def HasSpin (S : ℕ) (φ : Wave) : Prop :=
  ∀ r, totalSpinSq *ᵥ φ r = ((S : ℂ) * (S + 1)) • φ r
```

## Charge as a label

A pair state $\Psi_{cd}$ has one wave function for each choice of the charge signs $c$ of particle 1 and $d$ of particle 2. Reading `true` as positive, `Ψ true false` describes particle 1 as the positron and particle 2 as the electron.

```lean
/-- A two-particle state: one wave function for each assignment of charge signs
to particles 1 and 2. -/
abbrev PairState := Bool → Bool → Wave
```

Charge conjugation $C$ reverses both labels and leaves position and spin alone: $(C\Psi)_{cd}=\Psi_{\bar c\bar d}$, where the bar denotes the opposite charge.

```lean
/-- Charge conjugation reverses the charge of both particles. -/
def chargeConj (Ψ : PairState) : PairState := fun c d => Ψ (!c) (!d)
```

Neutrality removes the components with equal charges, $\Psi_{cc}=0$.

```lean
/-- The total charge is zero: components with equal charges vanish. -/
def IsNeutral (Ψ : PairState) : Prop := ∀ c, Ψ c c = 0
```

Fermi statistics requires $X\Psi_{dc}=-\Psi_{cd}$.

```lean
/-- Fermi statistics: the state changes sign when charges, positions and spins
are exchanged together. -/
def IsFermionic (Ψ : PairState) : Prop := ∀ c d, exchange (Ψ d c) = -Ψ c d
```

In quantum electrodynamics this antisymmetry comes from the anticommutation of the electron and positron creation operators, and $C$ interchanges the two kinds of operator. The passage from the field theory to the label model is an assumption, contained in the definition `chargeConj` and the hypothesis `IsFermionic`.

## From Pauli matrices to the swap

Since $\sigma_k^2=1$, and the two terms in $S_k$ commute,
$$S_k^2=\tfrac14\left(\sigma_k^2\otimes1+2\,\sigma_k\otimes\sigma_k+1\otimes\sigma_k^2\right)=\tfrac12(1+\sigma_k\otimes\sigma_k).$$
In the proof, `h` is $\sigma_k^2=1$, checked entry by entry. The `simp only` step multiplies out the square, and `module` collects the coefficients.

```lean
/-- The square of each total-spin component is `(1 + σₖ ⊗ σₖ)/2`. -/
theorem totalSpin_sq (k : Fin 3) :
    totalSpin k * totalSpin k = (1 / 2 : ℂ) • (1 + pauli k ⊗ₖ pauli k) := by
  have h : pauli k * pauli k = 1 := by
    fin_cases k <;> ext i j <;> fin_cases i <;> fin_cases j <;>
      simp [pauli, Matrix.mul_apply, Fin.sum_univ_succ]
  simp only [totalSpin, smul_mul_assoc, mul_smul_comm, add_mul, mul_add,
    ← Matrix.mul_kronecker_mul, h, one_mul, mul_one, Matrix.one_kronecker_one]
  module
```

Summing over $k$ gives
$$S^2-1=\tfrac12\Big(1+\sum_k\sigma_k\otimes\sigma_k\Big).$$
On $|{\uparrow\uparrow}\rangle$ the $x$ and $y$ terms cancel and the $z$ term gives $+1$, so the right-hand side returns $|{\uparrow\uparrow}\rangle$. The same holds for $|{\downarrow\downarrow}\rangle$. On $|{\uparrow\downarrow}\rangle$ the $x$ and $y$ terms each give $|{\downarrow\uparrow}\rangle$ and the $z$ term gives $-|{\uparrow\downarrow}\rangle$, so the result is $|{\downarrow\uparrow}\rangle$; the remaining state behaves in the same way. Hence $P=S^2-1$. Lean compares the sixteen matrix entries instead of the four images.

The Heisenberg coupling of two spins 1/2 is proportional to $\sum_k\sigma_k\otimes\sigma_k=2P-1$, so it is the swap up to a factor and an additive constant.

```lean
/-- On two spins 1/2 the spin swap equals `S² - 1`. -/
theorem spinSwap_eq : spinSwap = totalSpinSq - 1 := by
  simp only [totalSpinSq, totalSpin_sq, Fin.sum_univ_three]
  ext ⟨a, b⟩ ⟨c, d⟩
  fin_cases a <;> fin_cases b <;> fin_cases c <;> fin_cases d <;>
    simp [spinSwap, pauli] <;> norm_num
```

Applied to a spin vector $v$, the matrix interchanges the arguments: $(Pv)(s_1,s_2)=v(s_2,s_1)$.

```lean
/-- The swap matrix interchanges the two spin labels of a spin vector. -/
theorem spinSwap_mulVec (v : Fin 2 × Fin 2 → ℂ) :
    spinSwap *ᵥ v = fun s => v s.swap := by
  funext s
  simp [spinSwap, Matrix.mulVec, dotProduct]
```

If $S^2v=S(S+1)v$, then $Pv=[S(S+1)-1]v$. The bracket is $-1$ for the singlet, $S=0$, and $+1$ for the triplet, $S=1$. Both values are $(-1)^{S+1}$. The proof rewrites the swap as $S^2-1$, inserts the eigenvalue and treats the values $S=0$ and $S=1$ separately.

```lean
/-- For `S = 0` or `S = 1`, interchanging the spins multiplies a vector of total spin `S`
by `(-1)^(S+1)`. -/
theorem spin_parity {S : ℕ} (hS : S = 0 ∨ S = 1) {v : Fin 2 × Fin 2 → ℂ}
    (hv : totalSpinSq *ᵥ v = ((S : ℂ) * (S + 1)) • v) (s : Fin 2 × Fin 2) :
    v s.swap = (-1) ^ (S + 1) * v s := by
  have h := congrFun (spinSwap_mulVec v) s
  rw [spinSwap_eq, Matrix.sub_mulVec, hv, Matrix.one_mulVec] at h
  simp only [Pi.sub_apply, Pi.smul_apply, smul_eq_mul] at h
  rw [← h]
  rcases hS with rfl | rfl <;> push_cast <;> ring
```

## Inversion of the relative position

A monomial $x^ay^bz^c$ of degree $L$ has $a+b+c=L$, so
$$(-x)^a(-y)^b(-z)^c=(-1)^{a+b+c}x^ay^bz^c=(-1)^Lx^ay^bz^c.$$
Every monomial of $p$ acquires the same factor, and therefore $p(-\mathbf r)=(-1)^Lp(\mathbf r)$. In the proof, `hL` is the sum of the exponents and `hprod` is the displayed identity. The polynomial is evaluated at complex arguments, which include the real positions.

```lean
/-- A homogeneous polynomial of degree `L` has parity `(-1)^L` under inversion. -/
theorem orbital_parity {L : ℕ} {p : MvPolynomial (Fin 3) ℂ} (hp : p.IsHomogeneous L)
    (x : Fin 3 → ℂ) :
    MvPolynomial.eval (fun i => -x i) p = (-1) ^ L * MvPolynomial.eval x p := by
  rw [MvPolynomial.eval_eq', MvPolynomial.eval_eq', Finset.mul_sum]
  refine Finset.sum_congr rfl fun d hd => ?_
  -- the exponents of every monomial add up to L
  have hL : ∑ i, d i = L := by
    have h := hp (MvPolynomial.mem_support_iff.mp hd)
    rw [Finsupp.weight_apply, Finsupp.sum_fintype] at h
    · simpa using h
    · simp
  have hprod : ∏ i, (-x i) ^ d i = (-1) ^ L * ∏ i, x i ^ d i := by
    rw [← hL, ← Finset.prod_pow_eq_pow_sum, ← Finset.prod_mul_distrib]
    exact Finset.prod_congr rfl fun i _ => neg_pow _ _
  rw [hprod]
  ring
```

## Minus the exchange

The distance factor is unchanged by inversion because $(-\mathbf r)\cdot(-\mathbf r)=\mathbf r\cdot\mathbf r$. For $S=0$ or $1$, the spin and orbital signs combine to
$$-\varphi(-\mathbf r;s_2,s_1)=-(-1)^{S+1}\varphi(-\mathbf r;s_1,s_2)=(-1)^{S}(-1)^{L}\varphi(\mathbf r;s_1,s_2).$$
The first equality is `hspin`, taken at the point $-\mathbf r$, and the second uses `horb`. The theorem concerns a single wave function and involves neither charge nor statistics.

```lean
/-- Minus the exchange of positions and spins acts as `(-1)^(L+S)` on a wave function of
degree `L` and total spin `S = 0` or `1`. -/
theorem neg_exchange_eq {L S : ℕ} (hS : S = 0 ∨ S = 1) {φ : Wave}
    (hL : HasDegree L φ) (hφ : HasSpin S φ) :
    -exchange φ = (-1 : ℂ) ^ (L + S) • φ := by
  obtain ⟨f, p, hp, hf⟩ := hL
  funext r s
  have hspin := spin_parity hS (hφ (-r)) s
  have horb : φ (-r) s = (-1) ^ L * φ r s := by
    have h := orbital_parity (hp s) (fun i => (r i : ℂ))
    rw [hf (-r) s, hf r s, neg_dotProduct_neg]
    simp only [Pi.neg_apply, Complex.ofReal_neg]
    rw [h]
    ring
  change -(φ (-r) s.swap) = (-1 : ℂ) ^ (L + S) * φ r s
  rw [hspin, horb]
  ring
```

## Fermi statistics turns charge conjugation into exchange

For opposite charges, reversing both labels is the same as interchanging them, so $(C\Psi)_{cd}=\Psi_{dc}$. Fermi statistics with the labels interchanged reads $X\Psi_{cd}=-\Psi_{dc}$. Together they give
$$(C\Psi)_{cd}=-X\Psi_{cd}.$$
For equal charges both sides vanish by neutrality. The proof first rewrites the right-hand side as $\Psi_{dc}$ and then goes through the four charge assignments. The minus sign is thus a consequence of antisymmetry.

```lean
/-- On neutral pair states obeying Fermi statistics, charge conjugation is minus the
exchange of positions and spins. -/
theorem chargeConj_eq_neg_exchange {Ψ : PairState} (hN : IsNeutral Ψ)
    (hF : IsFermionic Ψ) (c d : Bool) : chargeConj Ψ c d = -exchange (Ψ c d) := by
  rw [hF d c, neg_neg]
  cases c <;> cases d
  · exact (hN true).trans (hN false).symm
  · rfl
  · rfl
  · exact (hN false).trans (hN true).symm
```

## The C-parity of the pair

Write $\eta=(-1)^{L+S}$. The last two results, applied to $\Psi_{+-}$, give $\Psi_{-+}=\eta\Psi_{+-}$. Since $\eta^2=1$, it follows that $\Psi_{+-}=\eta\Psi_{-+}$. The equal-charge components are zero, so
$$C\Psi=(-1)^{L+S}\Psi .$$

In words, `positronium_cParity` takes a neutral, fermionic pair state whose component `Ψ true false` has degree $L$ and total spin $S=0$ or $1$, and concludes that charge conjugation multiplies the whole state by this sign. Degree and spin are required of one component only, because antisymmetry determines the other. In the proof, `h` is the first relation and `hsq` is $\eta^2=1$.

```lean
/-- Positronium C-parity: a neutral pair state obeying Fermi statistics, whose component
`Ψ true false` has degree `L` and total spin `S = 0` or `1`, is multiplied by `(-1)^(L+S)` under
charge conjugation. -/
theorem positronium_cParity {L S : ℕ} (hS : S = 0 ∨ S = 1) {Ψ : PairState}
    (hN : IsNeutral Ψ) (hF : IsFermionic Ψ)
    (hL : HasDegree L (Ψ true false)) (hΨ : HasSpin S (Ψ true false)) :
    chargeConj Ψ = (-1 : ℂ) ^ (L + S) • Ψ := by
  -- antisymmetry fixes the component with the charges interchanged
  have h : Ψ false true = (-1 : ℂ) ^ (L + S) • Ψ true false :=
    (chargeConj_eq_neg_exchange hN hF true false).trans (neg_exchange_eq hS hL hΨ)
  have hsq : (-1 : ℂ) ^ (L + S) * (-1) ^ (L + S) = 1 := by
    rw [← mul_pow]
    norm_num
  funext c d
  change Ψ (!c) (!d) = (-1 : ℂ) ^ (L + S) • Ψ c d
  cases c <;> cases d
  · change Ψ true true = _
    rw [hN true, hN false, smul_zero]
  · change Ψ true false = _
    rw [h, smul_smul, hsq, one_smul]
  · exact h
  · change Ψ false false = _
    rw [hN true, hN false, smul_zero]
```

## Even and odd photon numbers

The electromagnetic field is odd under charge conjugation because the electric current that produces it changes sign, so a state of $n$ photons has C-parity $(-1)^n$. If the interaction conserves $C$, annihilation into $n$ photons requires $(-1)^n=(-1)^{L+S}$. The singlet ground state then goes to an even number of photons and the triplet ground state to an odd number.

The theorem contains neither photons nor dynamics. Its hypothesis `hn` says that the pair state has the sign $(-1)^n$, and its conclusion is that $n$ is even exactly when $L+S$ is even. Subtracting the two expressions for $C\Psi$ gives $[(-1)^n-(-1)^{L+S}]\Psi=0$. Because $\Psi\neq0$, the bracket vanishes, and the four combinations of even and odd complete the proof. The condition $\Psi\neq0$ is needed because the zero state satisfies the eigenvalue equation with either sign.

```lean
/-- Selection rule: if a nonzero state as in `positronium_cParity` has the C-parity `(-1)^n`
of `n` photons, then `n` and `L + S` are both even or both odd. -/
theorem photon_selection_rule {L S n : ℕ} (hS : S = 0 ∨ S = 1) {Ψ : PairState}
    (hN : IsNeutral Ψ) (hF : IsFermionic Ψ)
    (hL : HasDegree L (Ψ true false)) (hΨ : HasSpin S (Ψ true false))
    (h0 : Ψ ≠ 0) (hn : chargeConj Ψ = (-1 : ℂ) ^ n • Ψ) :
    Even n ↔ Even (L + S) := by
  have h : ((-1 : ℂ) ^ n - (-1) ^ (L + S)) • Ψ = 0 := by
    rw [sub_smul, ← hn, positronium_cParity hS hN hF hL hΨ, sub_self]
  -- compare the two signs at a point where the state does not vanish
  have e : (-1 : ℂ) ^ n = (-1) ^ (L + S) := by
    by_contra hne
    apply h0
    funext c d r s
    have h1 : ((-1 : ℂ) ^ n - (-1) ^ (L + S)) * Ψ c d r s = 0 :=
      congrFun (congrFun (congrFun (congrFun h c) d) r) s
    exact (mul_eq_zero.mp h1).resolve_left (sub_ne_zero.mpr hne)
  rcases Nat.even_or_odd n with a | a <;> rcases Nat.even_or_odd (L + S) with b | b
  · exact iff_of_true a b
  · rw [a.neg_one_pow, b.neg_one_pow] at e
    norm_num at e
  · rw [a.neg_one_pow, b.neg_one_pow] at e
    norm_num at e
  · exact iff_of_false (Nat.not_even_iff_odd.mpr a) (Nat.not_even_iff_odd.mpr b)
```

## A spin-triplet P state

A concrete example is
$$\varphi(\mathbf r)=z\,e^{-|\mathbf r|}\,|{\uparrow\uparrow}\rangle$$
in a chosen unit of length. In Lean, $z$ is `r 2`.

```lean
/-- The wave function `z exp(-|r|)` with both spins up. -/
def tripletP : Wave := fun r s =>
  (Real.exp (-Real.sqrt (r ⬝ᵥ r)) : ℂ) * (if s = (0, 0) then (r 2 : ℂ) else 0)
```

To make a pair state from any $\varphi$, set $\Psi_{+-}=\varphi$, $\Psi_{-+}=-X\varphi$ and the other two components to zero.

```lean
/-- The neutral pair state built from `φ` by antisymmetrisation. -/
def pairOf (φ : Wave) : PairState
  | true, false => φ
  | false, true => -exchange φ
  | true, true => 0
  | false, false => 0
```

For this $\varphi$, inversion changes the sign of $z$ and the spin swap does nothing, so $-X\varphi=\varphi$ and the two components with opposite charges, $\Psi_{+-}$ and $\Psi_{-+}$, are equal. Each has squared norm
$$\int z^2e^{-2|\mathbf r|}\,d^3r=\frac{4\pi}{3}\int_0^\infty r^4e^{-2r}\,dr=\pi,$$
and the normalised pair state is $\Psi/\sqrt{2\pi}$. With $L=S=1$, its C-parity is $+1$.

The proof checks the hypotheses in turn. Neutrality and antisymmetry follow from the construction. The degree is shown with $f(t)=e^{-\sqrt t}$ and the polynomial $z$. The spin follows from $S^2=P+1$, which gives $2=1\cdot(1+1)$ on $|{\uparrow\uparrow}\rangle$. Evaluation at $\mathbf r=(1,1,1)$ shows that the state is not zero.

```lean
/-- The pair state built from `z exp(-|r|)` with both spins up is nonzero, neutral and
fermionic, with degree 1 and total spin 1. -/
theorem positronium_cParity_witness :
    IsNeutral (pairOf tripletP) ∧ IsFermionic (pairOf tripletP) ∧
    HasDegree 1 (pairOf tripletP true false) ∧ HasSpin 1 (pairOf tripletP true false) ∧
    pairOf tripletP true false ≠ 0 := by
  refine ⟨?_, ?_, ?_, ?_, ?_⟩
  · intro c
    cases c <;> rfl
  · intro c d
    funext r s
    cases c <;> cases d <;> simp [pairOf, exchange]
  · refine ⟨fun t => (Real.exp (-Real.sqrt t) : ℂ),
      fun s => if s = (0, 0) then MvPolynomial.X 2 else 0, ?_, ?_⟩
    · intro s
      dsimp only
      split_ifs
      · exact MvPolynomial.isHomogeneous_X _ _
      · exact MvPolynomial.isHomogeneous_zero _ _ _
    · intro r s
      by_cases h : s = (0, 0) <;> simp [pairOf, tripletP, h]
  · intro r
    have h : totalSpinSq = spinSwap + 1 := by rw [spinSwap_eq, sub_add_cancel]
    rw [h, Matrix.add_mulVec, Matrix.one_mulVec, spinSwap_mulVec]
    ext ⟨a, b⟩
    fin_cases a <;> fin_cases b <;> simp [pairOf, tripletP]
    ring
  · intro h
    have h1 := congrFun (congrFun h (fun _ => 1)) (0, 0)
    simp [pairOf, tripletP] at h1

end

end PositroniumCParity
```

```lean
#print axioms PositroniumCParity.positronium_cParity
#print axioms PositroniumCParity.photon_selection_rule
```

```
'PositroniumCParity.positronium_cParity' depends on axioms: [propext, Classical.choice, Quot.sound]
'PositroniumCParity.photon_selection_rule' depends on axioms: [propext, Classical.choice, Quot.sound]
```
